# Bounded first-order corrections to an oscillator of unit mass in the potential x²/2 + εx⁴/4 require the frequency shift 3εa²/8 at nonzero amplitude a

One way to find the first-order frequency shift of a weakly anharmonic vibration from its equation of motion is to collect the resonant part of the first-order force, which oscillates in step with the unperturbed motion, and to choose the shift so that this part vanishes. For a single classical, undamped mode of nonzero amplitude whose potential is harmonic plus a quartic term, the theorems below justify this step at first order: the correction to the motion is bounded for exactly one value of the shift. If the frequency is left at its harmonic value, the correction contains an oscillation whose amplitude grows linearly in time.

```lean
import Mathlib

open Real

namespace QuarticOscillatorSecular

noncomputable section
```

## The oscillator in rescaled time

Take unit mass and unit harmonic frequency, and let s be physical time. A potential x²/2 + εx⁴/4 gives the equation of motion

d²x/ds² + x + εx³ = 0.

Let ω be the frequency still to be determined and measure time by the phase t = ωs. Each derivative with respect to s brings a factor ω, so

ω²x'' + x + εx³ = 0,

where a prime means d/dt.

```lean
/-- Left-hand side of the quartic oscillator equation `ω² x'' + x + ε x³ = 0` in the rescaled
time `ω` times physical time, for given displacement and acceleration. -/
def quarticResidual (ε ω x acc : ℝ) : ℝ := ω ^ 2 * acc + x + ε * x ^ 3
```

The definition is the left-hand side as a function of four real numbers. The acceleration `acc` is a separate argument, so a trial motion can be inserted at one instant.

The trial motion is a cos t plus ε times a correction, and the trial frequency is ω = 1 + εw. As the expansion below will show, the correction obeys a driven harmonic equation. With x now denoting the correction, it reads

x'' + x = c cos t − a³ cos³ t, with c = 2wa.

The cubic term is the anharmonic force along the unperturbed motion. The term c cos t stands for the retuning of the frequency: a cosine running at 1 + εw no longer balances the harmonic restoring force exactly, and this is the first-order mismatch.

```lean
/-- `x` is twice differentiable and solves `x'' + x = c cos t - a³ cos³ t` at all times. -/
def IsCorrection (a c : ℝ) (x : ℝ → ℝ) : Prop :=
  ∃ v : ℝ → ℝ, ∀ t, HasDerivAt x (v t) t ∧
    HasDerivAt v (c * cos t - a ^ 3 * cos t ^ 3 - x t) t
```

`IsCorrection a c x` says that there is a velocity `v` such that, at every real time, x' = v and v' equals the force minus x. Initial conditions are left free, and c may be any real number.

A correction is acceptable over long times if some M satisfies |x(t)| ≤ M for all t, past and future.

```lean
/-- The displacement stays within a fixed distance of the origin at all times. -/
def BoundedMotion (x : ℝ → ℝ) : Prop := ∃ M : ℝ, ∀ t, |x t| ≤ M
```

## An explicit forced response

The identity cos 3t = 4 cos³ t − 3 cos t separates the force into a resonant part and a third harmonic:

c cos t − a³ cos³ t = (c − 3a³/4) cos t − (a³/4) cos 3t.

Two elementary results give a response to each part:

(t sin t)'' + t sin t = 2 cos t,

(cos 3t)'' + cos 3t = −8 cos 3t.

Matching coefficients gives the particular solution

r(t) = ½(c − 3a³/4) t sin t + (a³/32) cos 3t.

```lean
/-- A forced response: a secular term `t sin t` and a third harmonic. -/
def response (a c t : ℝ) : ℝ :=
  (c - 3 / 4 * a ^ 3) / 2 * (t * sin t) + a ^ 3 / 32 * cos (3 * t)
```

Differentiating once gives its velocity:

r'(t) = ½(c − 3a³/4)(sin t + t cos t) − (3a³/32) sin 3t.

```lean
/-- The velocity belonging to the forced response. -/
def responseVelocity (a c t : ℝ) : ℝ :=
  (c - 3 / 4 * a ^ 3) / 2 * (sin t + t * cos t) - 3 * a ^ 3 / 32 * sin (3 * t)
```

## The equation at first order

Write X for the correction at a fixed time and A for its acceleration. Inserting the trial motion into the oscillator equation gives

(1 + εw)²(−a cos t + εA) + a cos t + εX + ε(a cos t + εX)³.

At ε = 0 the two harmonic terms cancel. The coefficient of ε is

−2wa cos t + A + X + a³ cos³ t,

and setting it to zero gives the driven equation above with c = 2wa.

```lean
/-- With frequency `1 + ε w` and displacement `a cos t + ε X`, the term of first order in `ε`
in the quartic oscillator equation is `X'' + X - (2 w a cos t - a³ cos³ t)`;
here `A` stands for `X''`. -/
theorem first_order_equation (a w t X A : ℝ) :
    HasDerivAt (fun ε : ℝ => quarticResidual ε (1 + ε * w)
        (a * cos t + ε * X) (-(a * cos t) + ε * A))
      (A + X - (2 * w * a * cos t - a ^ 3 * cos t ^ 3)) 0 := by
  have h (p q : ℝ) : HasDerivAt (fun ε : ℝ => p + ε * q) q 0 := by
    simpa using ((hasDerivAt_id' (0 : ℝ)).mul_const q).const_add p
  unfold quarticResidual
  have key := ((((h 1 w).fun_pow 2).fun_mul (h (-(a * cos t)) A)).fun_add
    (h (a * cos t) X)).fun_add
    ((hasDerivAt_id' (0 : ℝ)).fun_mul ((h (a * cos t) X).fun_pow 3))
  refine key.congr_deriv ?_
  norm_num
  ring
```

The first-order coefficient appears in Lean as the derivative with respect to ε at ε = 0. Here `X` and `A` are plain numbers, and reading `A` as X'' is the physical interpretation. The helper `h` differentiates an expression p + εq; the product and power rules assemble the rest, and `ring` compares the result with the stated coefficient.

## Free motion from two conserved quantities

To find every solution of the driven equation, one first needs every solution of y'' + y = 0. Let w = y' for the moment, a velocity and not the frequency shift. Two combinations are constant in time:

(y cos t − w sin t)' = w cos t − y sin t + y sin t − w cos t = 0,

(y sin t + w cos t)' = w sin t + y cos t − y cos t − w sin t = 0.

They therefore keep their initial values y(0) and w(0). Multiplying the first by cos t, the second by sin t, and adding gives

y(t) = y(0) cos t + w(0) sin t.

```lean
/-- A free oscillator of unit frequency is determined by its initial position and velocity. -/
theorem free_oscillation {y w : ℝ → ℝ} (hy : ∀ t, HasDerivAt y (w t) t)
    (hw : ∀ t, HasDerivAt w (-y t) t) (t : ℝ) :
    y t = y 0 * cos t + w 0 * sin t := by
  -- two combinations of position and velocity are conserved
  have h1 : ∀ s, HasDerivAt (fun s => y s * cos s - w s * sin s) 0 s := fun s =>
    (((hy s).fun_mul (Real.hasDerivAt_cos s)).fun_sub
      ((hw s).fun_mul (Real.hasDerivAt_sin s))).congr_deriv (by ring)
  have h2 : ∀ s, HasDerivAt (fun s => y s * sin s + w s * cos s) 0 s := fun s =>
    (((hy s).fun_mul (Real.hasDerivAt_sin s)).fun_add
      ((hw s).fun_mul (Real.hasDerivAt_cos s))).congr_deriv (by ring)
  have e1 : y t * cos t - w t * sin t = y 0 * cos 0 - w 0 * sin 0 :=
    is_const_of_deriv_eq_zero (fun s => (h1 s).differentiableAt) (fun s => (h1 s).deriv) t 0
  have e2 : y t * sin t + w t * cos t = y 0 * sin 0 + w 0 * cos 0 :=
    is_const_of_deriv_eq_zero (fun s => (h2 s).differentiableAt) (fun s => (h2 s).deriv) t 0
  rw [Real.cos_zero, Real.sin_zero] at e1 e2
  linear_combination cos t * e1 + sin t * e2 - y t * Real.sin_sq_add_cos_sq t
```

`h1` and `h2` are the two zero derivatives, and `e1` and `e2` are the resulting conservation laws. The final `linear_combination` performs the multiplication and addition, using sin² t + cos² t = 1.

## All solutions of the driven equation

For the response r, the second derivative follows from the two elementary results:

r'' + r = (c − 3a³/4) cos t − (a³/4) cos 3t = c cos t − a³ cos³ t.

```lean
/-- The forced response has the stated velocity and obeys the first-order equation. -/
theorem response_solves (a c t : ℝ) :
    HasDerivAt (response a c) (responseVelocity a c t) t ∧
    HasDerivAt (responseVelocity a c)
      (c * cos t - a ^ 3 * cos t ^ 3 - response a c t) t := by
  have h3 : HasDerivAt (fun s : ℝ => 3 * s) 3 t := by
    simpa using (hasDerivAt_id' t).const_mul (3 : ℝ)
  constructor
  · have h := (((hasDerivAt_id' t).fun_mul (Real.hasDerivAt_sin t)).const_mul
      ((c - 3 / 4 * a ^ 3) / 2)).fun_add (h3.cos.const_mul (a ^ 3 / 32))
    exact h.congr_deriv (by unfold responseVelocity; ring)
  · have h := (((Real.hasDerivAt_sin t).fun_add
      ((hasDerivAt_id' t).fun_mul (Real.hasDerivAt_cos t))).const_mul
      ((c - 3 / 4 * a ^ 3) / 2)).fun_sub (h3.sin.const_mul (3 * a ^ 3 / 32))
    exact h.congr_deriv (by unfold response; rw [Real.cos_three_mul]; ring)
```

The two halves of the theorem check r' and r''. The second uses the triple-angle identity to return from cos 3t to cos³ t.

If x is any solution, subtracting the equation for r from the equation for x removes the force:

(x − r)'' + (x − r) = 0.

The difference is a free oscillation, so for some constants A and B

x(t) = A cos t + B sin t + r(t).

Conversely, every function of this form solves the driven equation, because the first two terms are free oscillations.

```lean
/-- The solutions of the first-order equation are exactly the free oscillations added to the
forced response. -/
theorem general_solution (a c : ℝ) (x : ℝ → ℝ) :
    IsCorrection a c x ↔
      ∃ A B : ℝ, ∀ t, x t = A * cos t + B * sin t + response a c t := by
  constructor
  · rintro ⟨v, hx⟩
    refine ⟨x 0 - response a c 0, v 0 - responseVelocity a c 0, fun t => ?_⟩
    -- the difference of two solutions oscillates freely
    have hw : ∀ s, HasDerivAt (fun s => v s - responseVelocity a c s)
        (-(x s - response a c s)) s := fun s =>
      ((hx s).2.fun_sub (response_solves a c s).2).congr_deriv (by ring)
    have h : x t - response a c t = (x 0 - response a c 0) * cos t
        + (v 0 - responseVelocity a c 0) * sin t :=
      free_oscillation (y := fun s => x s - response a c s)
        (w := fun s => v s - responseVelocity a c s)
        (fun s => (hx s).1.fun_sub (response_solves a c s).1) hw t
    linear_combination h
  · rintro ⟨A, B, h⟩
    have hx : x = fun t => A * cos t + B * sin t + response a c t := funext h
    have h1 : ∀ t, HasDerivAt x (-A * sin t + B * cos t + responseVelocity a c t) t := by
      intro t
      rw [hx]
      exact ((((Real.hasDerivAt_cos t).const_mul A).fun_add
        ((Real.hasDerivAt_sin t).const_mul B)).fun_add
        (response_solves a c t).1).congr_deriv (by ring)
    refine ⟨fun t => -A * sin t + B * cos t + responseVelocity a c t, fun t => ⟨h1 t, ?_⟩⟩
    exact ((((Real.hasDerivAt_sin t).const_mul (-A)).fun_add
      ((Real.hasDerivAt_cos t).const_mul B)).fun_add
      (response_solves a c t).2).congr_deriv (by rw [h t]; ring)
```

The statement is an equivalence, so no solution is missed. In the forward direction, A and B are the initial position and velocity of x − r, and `free_oscillation` supplies the formula. The reverse direction differentiates the formula twice. The constant `A` is unrelated to the acceleration in the expansion above.

## Drift from one period to the next

Advance the time by n periods, where n is a natural number. The functions cos t, sin t and cos 3t return to their values, while the factor t in t sin t increases by 2πn. Hence

x(t + 2πn) − x(t) = ½(c − 3a³/4) · 2πn · sin t = nπ(c − 3a³/4) sin t.

The constants A and B have disappeared: no choice of initial conditions alters the drift. It vanishes at t = 0 and t = π, where the unperturbed motion a cos t turns around, and is greatest in size at t = π/2.

```lean
/-- Over `n` periods every solution changes by `n π (c - 3a³/4) sin t`. -/
theorem secular_drift {a c : ℝ} {x : ℝ → ℝ} (hx : IsCorrection a c x) (t : ℝ) (n : ℕ) :
    x (t + n * (2 * π)) = x t + n * (π * (c - 3 / 4 * a ^ 3) * sin t) := by
  obtain ⟨A, B, h⟩ := (general_solution a c x).1 hx
  rw [h (t + n * (2 * π)), h t]
  simp only [response, Real.cos_three_mul, Real.cos_add_nat_mul_two_pi,
    Real.sin_add_nat_mul_two_pi]
  ring
```

The proof inserts the general solution at both times and simplifies with the periodicity of sine and cosine.

Suppose now that |x(t)| ≤ M at all times. Two values of x differ by at most 2M, so the drift at t = π/2 gives

nπ|c − 3a³/4| ≤ 2M for every n.

If c differed from 3a³/4, the left side would eventually exceed 2M. Therefore c = 3a³/4.

```lean
/-- A bounded solution can exist only if the resonant part of the force vanishes,
`c = 3a³/4`. -/
theorem resonance_cancels {a c : ℝ} {x : ℝ → ℝ} (hx : IsCorrection a c x)
    (hb : BoundedMotion x) : c = 3 / 4 * a ^ 3 := by
  obtain ⟨M, hM⟩ := hb
  by_contra hne
  have hpos : 0 < π * |c - 3 / 4 * a ^ 3| :=
    mul_pos Real.pi_pos (abs_pos.2 (sub_ne_zero.2 hne))
  -- wait until the accumulated drift exceeds the width of the allowed interval
  obtain ⟨n, hn⟩ := exists_nat_gt (2 * M / (π * |c - 3 / 4 * a ^ 3|))
  rw [div_lt_iff₀ hpos] at hn
  have hd := secular_drift hx (π / 2) n
  rw [Real.sin_pi_div_two, mul_one] at hd
  have hk : (n : ℝ) * (π * |c - 3 / 4 * a ^ 3|)
      = |x (π / 2 + n * (2 * π)) - x (π / 2)| := by
    rw [hd, add_sub_cancel_left, abs_mul, abs_mul, Nat.abs_cast, abs_of_pos Real.pi_pos]
  have h1 := abs_le.1 (hM (π / 2 + n * (2 * π)))
  have h2 := abs_le.1 (hM (π / 2))
  have h3 : |x (π / 2 + n * (2 * π)) - x (π / 2)| ≤ 2 * M :=
    abs_le.2 ⟨by linarith [h1.1, h2.2], by linarith [h1.2, h2.1]⟩
  linarith
```

The proof is by contradiction. `exists_nat_gt` provides a number of periods for which the drift is too large, `hk` identifies that drift with the distance between two positions, and `h3` bounds the same distance by 2M.

## The criterion for bounded motion

If c = 3a³/4, the secular term t sin t is absent and every solution is

x(t) = A cos t + B sin t + (a³/32) cos 3t,

so that

|x(t)| ≤ |A| + |B| + |a³/32|.

Solutions exist, since r is one. Together with the preceding step, this shows that a bounded solution exists exactly when c = 3a³/4, and that all solutions are then bounded. For a = 1 the value is c = 3/4.

```lean
/-- The equation `x'' + x = c cos t - a³ cos³ t` has a bounded solution if and only if
`c = 3a³/4`, and in that case all its solutions are bounded. -/
theorem bounded_iff_no_secular_term (a c : ℝ) :
    ((∃ x, IsCorrection a c x ∧ BoundedMotion x) ↔ c = 3 / 4 * a ^ 3) ∧
    (c = 3 / 4 * a ^ 3 → ∀ x, IsCorrection a c x → BoundedMotion x) := by
  have all : c = 3 / 4 * a ^ 3 → ∀ x, IsCorrection a c x → BoundedMotion x := by
    intro hc x hx
    obtain ⟨A, B, h⟩ := (general_solution a c x).1 hx
    have hb (k u : ℝ) (hu : |u| ≤ 1) : |k * u| ≤ |k| := by
      rw [abs_mul]
      exact mul_le_of_le_one_right (abs_nonneg k) hu
    refine ⟨|A| + |B| + |a ^ 3 / 32|, fun t => ?_⟩
    -- only three bounded oscillations remain
    have e : x t = A * cos t + B * sin t + a ^ 3 / 32 * cos (3 * t) := by
      rw [h t, response, hc]
      ring
    have h1 := abs_le.1 (hb A _ (Real.abs_cos_le_one t))
    have h2 := abs_le.1 (hb B _ (Real.abs_sin_le_one t))
    have h3 := abs_le.1 (hb (a ^ 3 / 32) _ (Real.abs_cos_le_one (3 * t)))
    rw [e]
    exact abs_le.2 ⟨by linarith [h1.1, h2.1, h3.1], by linarith [h1.2, h2.2, h3.2]⟩
  refine ⟨⟨fun ⟨_, hx, hb⟩ => resonance_cancels hx hb, fun hc => ?_⟩, all⟩
  have hr : IsCorrection a c (response a c) :=
    (general_solution a c _).2 ⟨0, 0, fun t => by ring⟩
  exact ⟨response a c, hr, all hc _ hr⟩
```

The first part of the conjunction is the equivalence, and the second is the statement about all solutions. The local result `all` proves the bound from the three-term formula. It is then applied to `response a c` to produce the required bounded solution.

## Growth without a frequency shift

Leaving the frequency at its harmonic value means w = 0, hence c = 0, and t is then physical time. Sampling the correction once per period at t = π/2 + 2πn gives

x(π/2 + 2πn) = x(π/2) − (3π/4) n a³.

For a ≠ 0 this is linear in n, and the correction is unbounded whatever its initial conditions.

```lean
/-- Without a frequency shift (`c = 0`) and for nonzero amplitude, every first-order correction
is unbounded; sampled once per period at `π/2 + 2πn` it changes linearly in `n`. -/
theorem naive_correction_grows {a : ℝ} (ha : a ≠ 0) {x : ℝ → ℝ}
    (hx : IsCorrection a 0 x) :
    ¬ BoundedMotion x ∧
    ∀ n : ℕ, x (π / 2 + n * (2 * π)) = x (π / 2) - n * (3 / 4 * π * a ^ 3) := by
  refine ⟨fun hb => ?_, fun n => ?_⟩
  · have h := resonance_cancels hx hb
    exact pow_ne_zero 3 ha (by linarith)
  · rw [secular_drift hx, Real.sin_pi_div_two]
    ring
```

The first claim follows from `resonance_cancels`, which would force a³ = 0. The second is `secular_drift` evaluated at π/2.

## The shift that removes the growth

With a frequency shift the resonant coefficient is c = 2wa, and the criterion becomes

2wa = 3a³/4.

Since a ≠ 0, division by 2a gives

w = 3a²/8, that is, ω = 1 + (3/8)εa² to first order.

```lean
/-- For nonzero amplitude `a`, the first-order equation for the frequency `1 + ε w` has a bounded
solution if and only if `w = 3a²/8`. -/
theorem renormalised_frequency {a : ℝ} (ha : a ≠ 0) (w : ℝ) :
    (∃ x, IsCorrection a (2 * w * a) x ∧ BoundedMotion x) ↔ w = 3 / 8 * a ^ 2 := by
  rw [(bounded_iff_no_secular_term a (2 * w * a)).1]
  constructor
  · intro h
    exact mul_left_cancel₀ ha (by linear_combination h / 2)
  · intro h
    rw [h]
    ring

end

end QuarticOscillatorSecular
```

The proof rewrites the existence of a bounded solution by the criterion, then cancels a factor a. At a = 0 the force vanishes for every w, so boundedness no longer selects a shift.

In lattice dynamics, this is the amplitude-dependent frequency shift of one isolated classical mode whose only anharmonicity is quartic, without coupling to other modes or damping. The theorems concern the first-order equation itself; how closely a cos t + εx follows the full nonlinear motion, and for how long, would need a separate error estimate.

```lean
#print axioms QuarticOscillatorSecular.first_order_equation
#print axioms QuarticOscillatorSecular.naive_correction_grows
#print axioms QuarticOscillatorSecular.renormalised_frequency
```

```
'QuarticOscillatorSecular.first_order_equation' depends on axioms: [propext, Classical.choice, Quot.sound]
'QuarticOscillatorSecular.naive_correction_grows' depends on axioms: [propext, Classical.choice, Quot.sound]
'QuarticOscillatorSecular.renormalised_frequency' depends on axioms: [propext, Classical.choice, Quot.sound]
```
